# For N real orbitals with nonzero density ρ at a point, the tensor ∑ f_i ∇φ_i ∇φ_iᵀ − ∇ρ ∇ρᵀ/(4ρ) has rank at most N − 1

At a single point, finitely many real orbitals have values `p`, gradients `g` and occupations `f`, which give the density ρ = ∑ f_i p_i² and its gradient ∇ρ = 2 ∑ f_i p_i g_i. The theorem `rank_add_one_le` says that if ρ is nonzero, the matrix ∑ f_i g_i g_iᵀ − ∇ρ ∇ρᵀ/(4ρ) has rank at most the number of orbitals minus one. The values, gradients and occupations are otherwise arbitrary real numbers, with no orthonormality or positivity assumed. The proof bounds the rank by that of `Wᵀ`, where `W` has the rows f_i h_i with h_i = g_i − p_i ∇ρ/(2ρ). It then shows that the nonzero vector `p` lies in the kernel of `Wᵀ` and applies the rank–nullity theorem.

In Lean, a first try:

```lean
import Mathlib

open Matrix

namespace RankAddOneLe

noncomputable section

variable {ι n : Type*} [Fintype ι] [Fintype n]

/-- The density `ρ = ∑ f_i p_i²` at a point, from occupations `f` and orbital values `p`. -/
def density (f p : ι → ℝ) : ℝ := ∑ i, f i * p i ^ 2

/-- The density gradient `∇ρ = 2 ∑ f_i p_i g_i`, from the orbital gradients `g`. -/
def gradDensity (f p : ι → ℝ) (g : ι → n → ℝ) : n → ℝ :=
  fun a => 2 * ∑ i, f i * p i * g i a

/-- The tensor `∑ f_i g_i g_iᵀ - ∇ρ ∇ρᵀ / (4ρ)`, for nonzero density `ρ`. -/
def pauliTensor (f p : ι → ℝ) (g : ι → n → ℝ) : Matrix n n ℝ :=
  Matrix.of fun a b => ∑ i, f i * g i a * g i b -
    gradDensity f p g a * gradDensity f p g b / (4 * density f p)

/-- The relative gradients `h_i = g_i - p_i ∇ρ / (2ρ)`, one row per orbital,
for nonzero density `ρ`. -/
def relGrad (f p : ι → ℝ) (g : ι → n → ℝ) : Matrix ι n ℝ :=
  Matrix.of fun i a => g i a - p i * (gradDensity f p g a / (2 * density f p))

omit [Fintype n] in
/-- For nonzero density the relative gradients obey the linear relation
`∑ f_i p_i h_i = 0`. -/
theorem sum_relGrad (f p : ι → ℝ) (g : ι → n → ℝ) (hρ : density f p ≠ 0) (a : n) :
    ∑ i, f i * p i * relGrad f p g i a = 0 := by
  have h : ∀ c : ℝ, ∑ i, f i * p i * (g i a - p i * c) =
      ∑ i, f i * p i * g i a - density f p * c := by
    intro c
    rw [density, Finset.sum_mul, ← Finset.sum_sub_distrib]
    exact Finset.sum_congr rfl fun i _ => by ring
  have hG : ∑ i, f i * p i * g i a = gradDensity f p g a / 2 := by
    simp only [gradDensity]
    ring
  simp only [relGrad, Matrix.of_apply]
  rw [h, hG]
  linear_combination (-(gradDensity f p g a / 2)) * mul_inv_cancel₀ hρ

omit [Fintype n] in
/-- For nonzero density the tensor is the occupation-weighted sum `∑ f_i h_i h_iᵀ` over
the relative gradients, written here as a matrix product. -/
theorem pauliTensor_eq (f p : ι → ℝ) (g : ι → n → ℝ) (hρ : density f p ≠ 0) :
    pauliTensor f p g =
      (relGrad f p g)ᵀ * Matrix.of fun i a => f i * relGrad f p g i a := by
  ext a b
  -- expand the product for arbitrary shifts of the two gradient components
  have h : ∀ c c' : ℝ, ∑ i, (g i a - p i * c) * (f i * (g i b - p i * c')) =
      ∑ i, f i * g i a * g i b - c' * ∑ i, f i * p i * g i a
        - c * ∑ i, f i * p i * g i b + c * c' * density f p := by
    intro c c'
    rw [density]
    simp only [Finset.mul_sum, ← Finset.sum_sub_distrib, ← Finset.sum_add_distrib]
    exact Finset.sum_congr rfl fun i _ => by ring
  have hG : ∀ k, ∑ i, f i * p i * g i k = gradDensity f p g k / 2 := by
    intro k
    simp only [gradDensity]
    ring
  simp only [pauliTensor, relGrad, Matrix.mul_apply, Matrix.transpose_apply, Matrix.of_apply]
  rw [h, hG a, hG b]
  linear_combination (-(gradDensity f p g a * gradDensity f p g b * (density f p)⁻¹ / 4)) *
    mul_inv_cancel₀ hρ

/-- For nonzero density the rank of the tensor is at least one below the number of
orbitals. -/
theorem rank_add_one_le (f p : ι → ℝ) (g : ι → n → ℝ) (hρ : density f p ≠ 0) :
    (pauliTensor f p g).rank + 1 ≤ Fintype.card ι := by
  let W : Matrix ι n ℝ := Matrix.of fun i a => f i * relGrad f p g i a
  have hle : (pauliTensor f p g).rank ≤ Wᵀ.rank := by
    rw [pauliTensor_eq f p g hρ, Matrix.rank_transpose]
    exact Matrix.rank_mul_le_right _ _
  -- the orbital values form a nonzero vector in the kernel
  have hp : p ≠ 0 := by
    intro h
    apply hρ
    simp [density, h]
  have hker : Wᵀ *ᵥ p = 0 := by
    ext a
    refine Eq.trans ?_ (sum_relGrad f p g hρ a)
    simp only [W, Matrix.mulVec, dotProduct, Matrix.transpose_apply, Matrix.of_apply]
    exact Finset.sum_congr rfl fun i _ => by ring
  have hpos : 1 ≤ Module.finrank ℝ (LinearMap.ker Wᵀ.mulVecLin) := by
    rw [Submodule.one_le_finrank_iff]
    exact (Submodule.ne_bot_iff _).mpr ⟨p, by simpa using hker, hp⟩
  have hrn := LinearMap.finrank_range_add_finrank_ker Wᵀ.mulVecLin
  rw [Module.finrank_fintype_fun_eq_card] at hrn
  change Wᵀ.rank + _ = _ at hrn
  omega

end

end RankAddOneLe
```

Messages:

```
Main.lean:89:46: error: Type mismatch: After simplification, term
  hker
 has type
  Wᵀ *ᵥ p = 0
but is expected to have type
  p ᵥ* W = 0
```

The error is in the proof that `p` belongs to `LinearMap.ker Wᵀ.mulVecLin`. The fact needed, `hker : Wᵀ *ᵥ p = 0`, is already proved, but `simpa using hker` simplifies both the goal and `hker` and then requires the results to match. The message shows that they don't. The goal has become `p ᵥ* W = 0`, with the transpose absorbed into a product of a row vector with `W`, while `hker` still reads `Wᵀ *ᵥ p = 0`. The two equations say the same thing mathematically, but `simpa` does not identify the two forms here.

The repair proves the membership separately, as `hmem`, with two chosen rewrites in place of general simplification. `LinearMap.mem_ker` turns membership in the kernel into the statement that the map sends `p` to zero, and `Matrix.mulVecLin_apply` writes that map's value as `Wᵀ *ᵥ p`. The goal is then exactly `hker`, which closes it, and `hmem` takes the place of the failed `simpa` in the final line.

The repair, with which the file compiles:

```diff
@@ -87,5 +87,8 @@
   have hpos : 1 ≤ Module.finrank ℝ (LinearMap.ker Wᵀ.mulVecLin) := by
     rw [Submodule.one_le_finrank_iff]
-    exact (Submodule.ne_bot_iff _).mpr ⟨p, by simpa using hker, hp⟩
+    have hmem : p ∈ LinearMap.ker Wᵀ.mulVecLin := by
+      rw [LinearMap.mem_ker, Matrix.mulVecLin_apply]
+      exact hker
+    exact (Submodule.ne_bot_iff _).mpr ⟨p, hmem, hp⟩
   have hrn := LinearMap.finrank_range_add_finrank_ker Wᵀ.mulVecLin
   rw [Module.finrank_fintype_fun_eq_card] at hrn
```
